# Two matrix conditions decide when a Bogoliubov transformation of finitely many boson modes gives boson modes again

In a weakly interacting Bose gas, replacing the condensate mode by a number and keeping the quadratic terms leaves a Hamiltonian with products such as $a_k a_l$ and $a_k^* a_l^*$ beside the usual $a_k^* a_l$. Particle number is no longer conserved, and one looks for quasiparticle operators that mix annihilators with creators:

$$A_i = \sum_k \left(U_{ik}\, a_k + V_{ik}\, a_k^*\right).$$

The quasiparticles can be counted like ordinary bosons only if the $A_i$ obey the boson commutation relations. For finitely many modes $a_k$ that obey them, the $A_i$ do so exactly when $UU^\dagger - VV^\dagger = 1$ and $UV^T = VU^T$. Here $x^*$ is the adjoint of an operator, $\bar c$ the conjugate of a number, and $\bar U$, $U^T$, $U^\dagger$ are the entrywise conjugate, transpose and conjugate transpose of a matrix. Lean writes the last as `Uᴴ`.

## Operators as elements of a star-algebra

```lean
import Mathlib

open Matrix

namespace BosonicBogoliubov

noncomputable section

/-! Concrete boson modes act by unbounded operators on Fock space; the algebra is kept
abstract here and no explicit representation is constructed. -/

variable {n A : Type*} [Fintype n] [DecidableEq n]
  [Ring A] [StarRing A] [Algebra ℂ A] [StarModule ℂ A]
```

The finite type `n` labels the modes. The type `A` holds the operators: they can be added, multiplied, scaled by complex numbers and sent to their adjoints by `star`. The assumption `StarModule ℂ A` says that $(cx)^* = \bar c\, x^*$. There is no Hilbert space, no vacuum and no Hamiltonian, so questions about the domains of unbounded operators do not enter.

```lean
/-- The commutator `[x, y] = x y - y x`. -/
def comm (x y : A) : A := x * y - y * x
```

This is the usual commutator $[x,y] = xy - yx$.

```lean
/-- The canonical commutation relations `[aᵢ, aⱼ*] = δᵢⱼ` and `[aᵢ, aⱼ] = 0`. -/
structure IsBosonic (a : n → A) : Prop where
  create : ∀ i j, comm (a i) (star (a j)) = if i = j then 1 else 0
  annihilate : ∀ i j, comm (a i) (a j) = 0
```

A family `a : n → A` assigns an operator $a_i$ to each label. The statement `IsBosonic a` says that $[a_i, a_j^*] = \delta_{ij}$ and $[a_i, a_j] = 0$ for all $i,j$. These are the relations between the ladder operators of distinct oscillators, normalised so that $[a_i, a_i^*]$ is exactly one. The theorems that need them take them as a hypothesis about the original modes.

```lean
/-- The linear combination `∑ₖ (uₖ aₖ + vₖ aₖ*)` of annihilators and creators. -/
def modeForm (u v : n → ℂ) (a : n → A) : A :=
  ∑ k, (u k • a k + v k • star (a k))
```

For coefficient lists $u$ and $v$, `modeForm u v a` is $\sum_k (u_k a_k + v_k a_k^*)$. The symbol `•` multiplies an operator by a number.

```lean
/-- The Bogoliubov transformation `Aᵢ = ∑ₖ (Uᵢₖ aₖ + Vᵢₖ aₖ*)`. -/
def bogoliubov (U V : Matrix n n ℂ) (a : n → A) (i : n) : A :=
  modeForm (U i) (V i) a
```

Since `U i` is row $i$ of $U$, this definition is the formula for $A_i$ above. It fixes the convention that $V$ enters with a plus sign and without conjugation. Nothing is required of $U$ and $V$ yet.

## Commutators of linear combinations are numbers

```lean
omit [DecidableEq n] in
/-- Taking the adjoint of a linear combination of modes exchanges and conjugates the
coefficients of annihilators and creators. -/
theorem star_modeForm (u v : n → ℂ) (a : n → A) :
    star (modeForm u v a) = modeForm (fun k => star (v k)) (fun k => star (u k)) a := by
  simp only [modeForm, star_sum, star_add, star_smul, star_star]
  exact Finset.sum_congr rfl fun k _ => add_comm _ _
```

By hand,

$$\Big(\sum_k (u_k a_k + v_k a_k^*)\Big)^* = \sum_k (\bar u_k a_k^* + \bar v_k a_k) = \sum_k (\bar v_k a_k + \bar u_k a_k^*).$$

The adjoint is again a linear combination of the same kind, with its coefficients exchanged and conjugated. The `simp only` line carries the adjoint through the sum, and the last line swaps the two terms.

```lean
omit [StarModule ℂ A] in
/-- The commutator of two linear combinations of boson modes is the number
`∑ₖ (uₖ v'ₖ - vₖ u'ₖ)` times the identity. -/
theorem comm_modeForm {a : n → A} (h : IsBosonic a) (u v u' v' : n → ℂ) :
    comm (modeForm u v a) (modeForm u' v' a)
      = (∑ k, (u k * v' k - v k * u' k)) • (1 : A) := by
  -- creators commute with each other, by taking adjoints
  have hc : ∀ k l, comm (star (a k)) (star (a l)) = 0 := by
    intro k l
    have h0 := congrArg star (h.annihilate l k)
    simpa only [comm, star_sub, star_mul, star_zero] using h0
  -- the commutator of a single pair of terms
  have key : ∀ k l, (u k • a k + v k • star (a k)) * (u' l • a l + v' l • star (a l))
      - (u' l • a l + v' l • star (a l)) * (u k • a k + v k • star (a k))
      = if k = l then (u k * v' k - v k * u' k) • (1 : A) else 0 := by
    intro k l
    have e : (u k • a k + v k • star (a k)) * (u' l • a l + v' l • star (a l))
        - (u' l • a l + v' l • star (a l)) * (u k • a k + v k • star (a k))
        = (u k * v' l) • comm (a k) (star (a l)) - (v k * u' l) • comm (a l) (star (a k))
          + (u k * u' l) • comm (a k) (a l)
          + (v k * v' l) • comm (star (a k)) (star (a l)) := by
      simp only [comm, mul_add, add_mul, smul_mul_assoc, mul_smul_comm]
      module
    rw [e, h.create, h.create, h.annihilate, hc]
    by_cases hkl : k = l
    · subst hkl
      simp [sub_smul]
    · simp [hkl, Ne.symm hkl]
  unfold comm modeForm
  rw [Finset.sum_mul_sum, Finset.sum_mul_sum,
    Finset.sum_comm (f := fun l k =>
      (u' l • a l + v' l • star (a l)) * (u k • a k + v k • star (a k)))]
  simp only [← Finset.sum_sub_distrib, key, Finset.sum_ite_eq, Finset.mem_univ, if_true,
    Finset.sum_smul]
```

Let $X = \sum_k (u_k a_k + v_k a_k^*)$ and $Y = \sum_l (u'_l a_l + v'_l a_l^*)$. Expanding gives

$$[X,Y] = \sum_{k,l}\left(u_k u'_l [a_k,a_l] + u_k v'_l [a_k,a_l^*] + v_k u'_l [a_k^*,a_l] + v_k v'_l [a_k^*,a_l^*]\right).$$

The first commutator vanishes by hypothesis. The last vanishes because it is the adjoint of $[a_l,a_k] = 0$. The second is $\delta_{kl}$, and the third is $-[a_l,a_k^*] = -\delta_{kl}$. Hence

$$[X,Y] = \sum_k (u_k v'_k - v_k u'_k)\, 1.$$

In the proof, `hc` is the statement about two creators, `e` is the expansion for one pair $(k,l)$, and `key` inserts the commutation relations, treating $k=l$ and $k\neq l$ separately. The closing lines arrange both products as double sums in the same order and use the Kronecker delta to remove one of them.

```lean
/-- The commutators of the transformed modes are the entries of `U Uᴴ - V Vᴴ` (with
adjoints) and of `U Vᵀ - V Uᵀ` (without), times the identity. -/
theorem comm_bogoliubov {a : n → A} (h : IsBosonic a) (U V : Matrix n n ℂ) (i j : n) :
    comm (bogoliubov U V a i) (star (bogoliubov U V a j))
        = (U * Uᴴ - V * Vᴴ) i j • (1 : A) ∧
      comm (bogoliubov U V a i) (bogoliubov U V a j)
        = (U * Vᵀ - V * Uᵀ) i j • (1 : A) := by
  unfold bogoliubov
  constructor
  · rw [star_modeForm, comm_modeForm h]
    congr 1
    simp [Matrix.mul_apply, Finset.sum_sub_distrib]
  · rw [comm_modeForm h]
    congr 1
    simp [Matrix.mul_apply, Finset.sum_sub_distrib]
```

The adjoint $A_j^*$ has coefficients $u'_k = \bar V_{jk}$ and $v'_k = \bar U_{jk}$, so

$$[A_i,A_j^*] = \sum_k (U_{ik}\bar U_{jk} - V_{ik}\bar V_{jk})\,1 = (UU^\dagger - VV^\dagger)_{ij}\,1.$$

For $A_j$ itself the coefficients are $U_{jk}$ and $V_{jk}$, which gives

$$[A_i,A_j] = \sum_k (U_{ik}V_{jk} - V_{ik}U_{jk})\,1 = (UV^T - VU^T)_{ij}\,1.$$

The two halves of the proof apply the previous results in this way, and `simp` recognises the sums as matrix products.

## The equivalence

```lean
/-- A Bogoliubov transformation of boson modes gives boson modes if and only if
`U Uᴴ - V Vᴴ = 1` and `U Vᵀ = V Uᵀ`. -/
theorem isBosonic_bogoliubov_iff [Nontrivial A] {a : n → A} (h : IsBosonic a)
    (U V : Matrix n n ℂ) :
    IsBosonic (bogoliubov U V a) ↔ U * Uᴴ - V * Vᴴ = 1 ∧ U * Vᵀ = V * Uᵀ := by
  -- complex numbers embed faithfully in a nontrivial algebra
  have inj : ∀ c d : ℂ, c • (1 : A) = d • (1 : A) → c = d := fun c d hcd =>
    (algebraMap ℂ A).injective (by simpa only [Algebra.algebraMap_eq_smul_one] using hcd)
  constructor
  · intro hb
    constructor
    · ext i j
      apply inj
      rw [← (comm_bogoliubov h U V i j).1, hb.create, Matrix.one_apply]
      split_ifs <;> simp
    · rw [← sub_eq_zero]
      ext i j
      apply inj
      rw [← (comm_bogoliubov h U V i j).2, hb.annihilate]
      simp
  · rintro ⟨h1, h2⟩
    refine ⟨fun i j => ?_, fun i j => ?_⟩
    · rw [(comm_bogoliubov h U V i j).1, h1, Matrix.one_apply]
      split_ifs <;> simp
    · rw [(comm_bogoliubov h U V i j).2, h2, sub_self]
      simp
```

If the two matrix conditions hold, the formulas just found become $[A_i,A_j^*] = \delta_{ij}$ and $[A_i,A_j] = 0$. This is the second half of the proof.

For the converse, suppose that the $A_i$ are boson modes. Then $(UU^\dagger - VV^\dagger)_{ij}\,1 = \delta_{ij}\,1$ and $(UV^T - VU^T)_{ij}\,1 = 0$. To compare the numbers, one needs that $c\,1 = d\,1$ implies $c = d$. If $c \neq d$, dividing $(c-d)\,1 = 0$ by $c-d$ would give $1 = 0$ in the algebra, which `Nontrivial A` excludes. Lean records this as `inj` and applies it entry by entry after `ext i j`.

## Composition and the way back

```lean
omit [DecidableEq n] in
/-- Two successive Bogoliubov transformations are again one, with coefficient matrices
`P U + Q V̄` and `P V + Q Ū`. -/
theorem bogoliubov_comp (P Q U V : Matrix n n ℂ) (a : n → A) :
    bogoliubov P Q (bogoliubov U V a)
      = bogoliubov (P * U + Q * V.map star) (P * V + Q * U.map star) a := by
  funext i
  have hs : ∀ k, star (bogoliubov U V a k)
      = modeForm (fun l => star (V k l)) (fun l => star (U k l)) a :=
    fun k => star_modeForm _ _ _
  change ∑ k, (P i k • bogoliubov U V a k + Q i k • star (bogoliubov U V a k))
    = ∑ l, ((P * U + Q * V.map star) i l • a l
      + (P * V + Q * U.map star) i l • star (a l))
  simp only [hs]
  simp only [bogoliubov, modeForm, Finset.smul_sum, ← Finset.sum_add_distrib,
    Matrix.add_apply, Matrix.mul_apply, Matrix.map_apply, Finset.sum_smul]
  rw [Finset.sum_comm]
  refine Finset.sum_congr rfl fun l _ => Finset.sum_congr rfl fun k _ => ?_
  module
```

Let $B_i = \sum_k (P_{ik}A_k + Q_{ik}A_k^*)$ be a second transformation. Inserting $A_k$ and $A_k^* = \sum_l(\bar V_{kl}a_l + \bar U_{kl}a_l^*)$ and collecting terms gives

$$B_i = \sum_l \left[(PU + Q\bar V)_{il}\, a_l + (PV + Q\bar U)_{il}\, a_l^*\right].$$

Lean writes $\bar V$ as `V.map star`. The proof exchanges the sums over $k$ and $l$ and compares terms. No commutation relation is used, so the law holds for any family $a$.

```lean
/-- The two matrix conditions imply their dual forms `Uᴴ U - Vᵀ V̄ = 1` and
`Uᴴ V = Vᵀ Ū`. -/
theorem dual_relations {U V : Matrix n n ℂ} (h1 : U * Uᴴ - V * Vᴴ = 1)
    (h2 : U * Vᵀ = V * Uᵀ) :
    Uᴴ * U - Vᵀ * V.map star = 1 ∧ Uᴴ * V = Vᵀ * U.map star := by
  have h3 := congrArg Matrix.transpose h1
  rw [transpose_sub, transpose_mul, transpose_mul, transpose_one] at h3
  change U.map star * Uᵀ - V.map star * Vᵀ = 1 at h3
  have h4 := congrArg Matrix.conjTranspose h2
  rw [conjTranspose_mul, conjTranspose_mul] at h4
  change V.map star * Uᴴ = U.map star * Vᴴ at h4
  -- the block matrix of the transformation has a right inverse, hence a left inverse
  have e1 : U * Uᴴ + V * -Vᴴ = 1 := by rw [Matrix.mul_neg, ← sub_eq_add_neg, h1]
  have e2 : U * -Vᵀ + V * Uᵀ = 0 := by rw [Matrix.mul_neg, h2, neg_add_cancel]
  have e3 : V.map star * Uᴴ + U.map star * -Vᴴ = 0 := by
    rw [Matrix.mul_neg, h4, add_neg_cancel]
  have e4 : V.map star * -Vᵀ + U.map star * Uᵀ = 1 := by
    rw [Matrix.mul_neg, neg_add_eq_sub, h3]
  have hb : fromBlocks U V (V.map star) (U.map star)
      * fromBlocks Uᴴ (-Vᵀ) (-Vᴴ) Uᵀ = 1 := by
    rw [fromBlocks_multiply, e1, e2, e3, e4, fromBlocks_one]
  have hb' := mul_eq_one_comm.mp hb
  rw [fromBlocks_multiply, ← fromBlocks_one, fromBlocks_inj] at hb'
  obtain ⟨p, q, -, -⟩ := hb'
  rw [Matrix.neg_mul, ← sub_eq_add_neg] at p q
  exact ⟨p, sub_eq_zero.mp q⟩
```

The original conditions pair rows of $U$ and $V$, summing over the column index; the dual ones pair columns, summing over the row index. Transposing the first condition gives $\bar U U^T - \bar V V^T = 1$, and the conjugate transpose of the second gives $\bar V U^\dagger = \bar U V^\dagger$. These are `h3` and `h4`. All four relations together say that

$$\begin{pmatrix} U & V\\ \bar V & \bar U\end{pmatrix}\begin{pmatrix} U^\dagger & -V^T\\ -V^\dagger & U^T\end{pmatrix} = 1.$$

For finite square matrices a right inverse is also a left inverse, which is the step `mul_eq_one_comm`. Multiplying in the opposite order and reading off the upper two blocks gives $U^\dagger U - V^T\bar V = 1$ and $U^\dagger V = V^T\bar U$.

```lean
/-- Under the two matrix conditions the original modes are recovered from the transformed
ones by the Bogoliubov transformation with matrices `Uᴴ` and `-Vᵀ`. -/
theorem bogoliubov_inverse {U V : Matrix n n ℂ} (h1 : U * Uᴴ - V * Vᴴ = 1)
    (h2 : U * Vᵀ = V * Uᵀ) (a : n → A) :
    bogoliubov Uᴴ (-Vᵀ) (bogoliubov U V a) = a := by
  obtain ⟨p, q⟩ := dual_relations h1 h2
  rw [bogoliubov_comp, Matrix.neg_mul, Matrix.neg_mul, ← sub_eq_add_neg,
    ← sub_eq_add_neg, p, q, sub_self]
  funext i
  simp [bogoliubov, modeForm, Matrix.one_apply, ite_smul]
```

Choose $P = U^\dagger$ and $Q = -V^T$ in the composition law. The coefficient matrix of the $a_l$ becomes $U^\dagger U - V^T\bar V = 1$, and that of the $a_l^*$ becomes $U^\dagger V - V^T\bar U = 0$. Therefore

$$a_k = \sum_i \left(\bar U_{ik} A_i - V_{ik} A_i^*\right).$$

The proof substitutes the dual relations in the same way. This formula turns an observable written in the original modes into one written in quasiparticles.

## One mode at a time, and squeezing

```lean
/-- Mixing each mode only with its own adjoint, `Aᵢ = uᵢ aᵢ + vᵢ aᵢ*`, gives boson modes
if and only if `|uᵢ|² - |vᵢ|² = 1` for every mode. -/
theorem isBosonic_single_mode_iff [Nontrivial A] {a : n → A} (h : IsBosonic a)
    (u v : n → ℂ) :
    IsBosonic (fun i => u i • a i + v i • star (a i)) ↔
      ∀ i, ‖u i‖ ^ 2 - ‖v i‖ ^ 2 = 1 := by
  have e : (fun i => u i • a i + v i • star (a i))
      = bogoliubov (diagonal u) (diagonal v) a := by
    funext i
    simp [bogoliubov, modeForm, diagonal_apply, ite_smul, Finset.sum_add_distrib]
  have k : ∀ z : ℂ, z * star z = ((‖z‖ ^ 2 : ℝ) : ℂ) := by
    intro z
    rw [← Complex.normSq_eq_norm_sq]
    exact Complex.mul_conj z
  have hd : diagonal u * (diagonal u)ᴴ - diagonal v * (diagonal v)ᴴ
      = diagonal (fun i => ((‖u i‖ ^ 2 - ‖v i‖ ^ 2 : ℝ) : ℂ)) := by
    rw [diagonal_conjTranspose, diagonal_conjTranspose, diagonal_mul_diagonal,
      diagonal_mul_diagonal, diagonal_sub]
    congr 1
    funext i
    simp only [Pi.star_apply, k, Complex.ofReal_sub]
  have hs : diagonal u * (diagonal v)ᵀ = diagonal v * (diagonal u)ᵀ := by
    simp only [diagonal_transpose, diagonal_mul_diagonal, mul_comm]
  rw [e, isBosonic_bogoliubov_iff h, hd, ← diagonal_one, diagonal_eq_diagonal_iff]
  constructor
  · intro hh i
    exact_mod_cast hh.1 i
  · intro hh
    exact ⟨fun i => by rw [hh i, Complex.ofReal_one], hs⟩
```

If each mode mixes only with its own adjoint, $U$ and $V$ are diagonal with entries $u_i$ and $v_i$. Diagonal matrices equal their transposes and commute, so $UV^T = VU^T$ holds automatically (`hs`). Since $z\bar z = |z|^2$, the other condition reduces to $|u_i|^2 - |v_i|^2 = 1$ for every $i$ (`hd`). The proof rewrites the family as a Bogoliubov transformation with diagonal matrices and applies the general equivalence.

```lean
/-- Squeezing each mode with strength `rᵢ` and phase `θᵢ`,
`Aᵢ = cosh rᵢ aᵢ + exp(i θᵢ) sinh rᵢ aᵢ*`, gives boson modes. -/
theorem isBosonic_squeezed [Nontrivial A] {a : n → A} (h : IsBosonic a) (r θ : n → ℝ) :
    IsBosonic (fun i => ((Real.cosh (r i) : ℝ) : ℂ) • a i
      + (Complex.exp (θ i * Complex.I) * ((Real.sinh (r i) : ℝ) : ℂ)) • star (a i)) := by
  refine (isBosonic_single_mode_iff h (fun i => ((Real.cosh (r i) : ℝ) : ℂ))
    (fun i => Complex.exp (θ i * Complex.I) * ((Real.sinh (r i) : ℝ) : ℂ))).mpr
    fun i => ?_
  simp only [norm_mul, Complex.norm_exp_ofReal_mul_I, one_mul, Complex.norm_real,
    Real.norm_eq_abs, sq_abs]
  linarith [Real.cosh_sq (r i)]

end

end BosonicBogoliubov
```

For real $r_i$ and $\theta_i$, the operators are

$$A_i = \cosh r_i\; a_i + e^{i\theta_i}\sinh r_i\; a_i^*,$$

where the $i$ multiplying $\theta_i$ in the exponent is the imaginary unit. The phase has modulus one, so the criterion reads $\cosh^2 r_i - \sinh^2 r_i = 1$. The `simp only` step removes the phase, and `linarith` finishes with the hyperbolic identity. Any $r_i \neq 0$ gives a genuine admixture of the creator. The theorem establishes the commutation relations of these operators; it does not construct a squeezed state.

## The conditions in a numerical calculation

Take a quadratic Hamiltonian of finitely many boson modes, written up to a constant as $\tfrac12\Psi^\dagger M\Psi$, where $\Psi$ is the column of all $a_k$ followed by all $a_k^*$ and $M$ is a Hermitian matrix with upper blocks $K$, $L$ and lower blocks $\bar L$, $\bar K$. If $M$ is positive definite, a program can obtain the rows $(U_i, V_i)$ from a non-Hermitian eigenvalue problem. A general eigensolver typically returns vectors of Euclidean length one, whereas boson modes require

$$\sum_k \left(|U_{ik}|^2 - |V_{ik}|^2\right) = 1.$$

The vectors belonging to the annihilators must be rescaled accordingly, and degenerate ones must also be made orthogonal with respect to the same indefinite product. A direct check is to print the largest absolute values among the entries of $UU^\dagger - VV^\dagger - 1$ and $UV^T - VU^T$, which should vanish up to rounding.

It is better to test the coefficients than truncated operator matrices. With $N$ oscillator levels kept, the last diagonal entry of $[a,a^*]$ is $1-N$ instead of $1$, so the original modes already violate the hypothesis `IsBosonic a`.

```lean
#print axioms BosonicBogoliubov.isBosonic_bogoliubov_iff
#print axioms BosonicBogoliubov.bogoliubov_inverse
#print axioms BosonicBogoliubov.isBosonic_squeezed
```

```
'BosonicBogoliubov.isBosonic_bogoliubov_iff' depends on axioms: [propext, Classical.choice, Quot.sound]
'BosonicBogoliubov.bogoliubov_inverse' depends on axioms: [propext, Classical.choice, Quot.sound]
'BosonicBogoliubov.isBosonic_squeezed' depends on axioms: [propext, Classical.choice, Quot.sound]
```
